# Real-space and reciprocal-space force sums of a Gaussian potential on a one-dimensional lattice agree

## Do the two lattice sums give the same force?

I take a chain of fixed sites with unit spacing and an additional particle displaced by a real number \(a\) from a site, so its separations from the sites are \(n+a\) with \(n\in\mathbb Z\). The pair potential at separation \(x\) is \(g_t(x)=e^{-\pi t x^2}\), where \(t>0\) sets the inverse squared width. I define

\[E(a)=\sum_{n\in\mathbb Z} e^{-\pi t(n+a)^2},\qquad F(a)=\sum_{n\in\mathbb Z}(n+a)\,e^{-\pi t(n+a)^2},\qquad R(a)=\sum_{k\in\mathbb Z} k\,e^{-\pi k^2/t}\sin(2\pi k a).\]

The force on the particle should be \(-E'(a)=2\pi t\,F(a)\), and I believe \(F(a)=t^{-3/2}R(a)\), a one-dimensional analogue of the step that takes part of an Ewald sum to reciprocal space. Can this be made rigorous and machine-checked, convergence included?

## The identity holds for every positive t and real a

### Poisson summation, differentiated

\(E\) has period 1. Unfolding the sum over \(n\) into an integral over the line gives its Fourier coefficients,

\[\int_0^1 E(a)\,e^{-2\pi i k a}\,da=\int_{-\infty}^{\infty}e^{-\pi t x^2}e^{-2\pi i k x}\,dx=t^{-1/2}e^{-\pi k^2/t}.\]

They are even in \(k\), so \(E(a)=t^{-1/2}\sum_k e^{-\pi k^2/t}\cos(2\pi k a)\). Differentiating both series term by term gives \(-2\pi t\,F(a)=E'(a)=-2\pi t^{-1/2}R(a)\), and division by \(-2\pi t\) gives \(F=t^{-3/2}R\).

The Lean proof runs this argument through the Jacobi theta function. For complex \(z\) and \(\operatorname{Im}\tau>0\), set \(\theta(z,\tau)=\sum_n e^{2\pi i n z+\pi i n^2\tau}\) and \(\theta'(z,\tau)=\sum_n 2\pi i n\,e^{2\pi i n z+\pi i n^2\tau}\). At \((z,\tau)=(iat,it)\) the exponent is \(-2\pi nat-\pi n^2t\), and the factor \(e^{-\pi t a^2}\) completes it to \(-\pi t(n+a)^2\). Hence

\[E(a)=e^{-\pi t a^2}\theta(iat,it),\qquad 2\pi F(a)=-i\,e^{-\pi t a^2}\bigl[\theta'(iat,it)+2\pi i a\,\theta(iat,it)\bigr].\]

At \((-a,i/t)\) the \(k\)-th term of \(\theta'\) is \(2\pi i k\,e^{-\pi k^2/t}e^{-2\pi i k a}\), with real part \(2\pi k\,e^{-\pi k^2/t}\sin(2\pi ka)\), so \(\operatorname{Re}\theta'(-a,i/t)=2\pi R(a)\). Differentiated Poisson summation becomes the modular law

\[\theta'(z,\tau)=\frac{e^{-\pi i z^2/\tau}}{(-i\tau)^{1/2}\,\tau}\Bigl[\theta'\bigl(\tfrac z\tau,-\tfrac1\tau\bigr)-2\pi i z\,\theta\bigl(\tfrac z\tau,-\tfrac1\tau\bigr)\Bigr].\]

For \(z=-a\), \(\tau=i/t\) one has \(z/\tau=iat\), \(-1/\tau=it\) and prefactor \(-i\,t^{3/2}e^{-\pi ta^2}\). The right side is then \(t^{3/2}\cdot 2\pi F(a)\), and taking real parts gives the claim.

### A case with t = 2, a = 1/4

The terms \(n=0,-1,1\) give \(F\approx 0.168808-0.021885+0.000068\approx 0.14699\). On the other side even \(k\) drop out, \(k\) and \(-k\) contribute equally, and \(R\approx 2e^{-\pi/2}-6e^{-9\pi/2}\approx 0.415755\), so \(2^{-3/2}R\approx 0.14699\).

### The Lean objects and four theorems

`gauss t x` is \(g_t(x)\), a repulsive potential of unit amplitude, and `pairForce t x` is \(x\,g_t(x)\), the pair force \(-g_t'(x)\) in units of \(2\pi t\). `latticeEnergy`, `realSpaceForce` and `recipSpaceForce` are \(E\), \(F\) and \(R\), with `recipTerm` the summand of \(R\). The only hypothesis is `ht : 0 < t`, which makes the potential decay with distance.

`realSpaceForce_eq_recipSpaceForce` states that both force series are summable and that \(F(a)=t^{-3/2}R(a)\). Summability is stated because Lean assigns the value 0 to a divergent `∑'`. `hasDerivAt_latticeEnergy` gives \(E'(a)=-2\pi t\,F(a)\), `hasDerivAt_latticeEnergy_recip` gives \(E'(a)=-2\pi t^{-1/2}R(a)\), and `realSpaceForce_half_int` gives \(F(m/2)=0\) for every integer \(m\), that is, on sites and at midpoints.

In plane-wave electronic-structure calculations the ion–ion force is commonly evaluated by Ewald sums, and the theorems isolate the real-to-reciprocal step for a single Gaussian on a rigid one-dimensional chain. An Ewald scheme proper writes the Coulomb potential at distance \(r\) as \(1/r=\int_0^\infty t^{-1/2}e^{-\pi t r^2}\,dt\), splits the integral, and transforms the small-\(t\) part on a three-dimensional lattice; for the ions alone, a uniform compensating background makes the cell neutral. That integral, the splitting and the numbers above are commentary and not theorems of the file.

```lean
import Mathlib

open scoped Real
open Complex (I)

namespace GaussianLatticeForce

noncomputable section

/-- Gaussian pair potential `exp(-π t x²)` at separation `x`. -/
def gauss (t x : ℝ) : ℝ := Real.exp (-π * t * x ^ 2)

/-- Pair force of the Gaussian potential in units of `2π t`: `x exp(-π t x²)`. -/
def pairForce (t x : ℝ) : ℝ := x * gauss t x

/-- Energy of a particle displaced by `a` from a chain of unit spacing:
`∑ₙ exp(-π t (n+a)²)`. -/
def latticeEnergy (t a : ℝ) : ℝ := ∑' n : ℤ, gauss t (n + a)

/-- Real-space force sum `∑ₙ (n+a) exp(-π t (n+a)²)`. -/
def realSpaceForce (t a : ℝ) : ℝ := ∑' n : ℤ, pairForce t (n + a)

/-- Contribution `k exp(-π k²/t) sin(2π k a)` of the reciprocal-lattice index `k`. -/
def recipTerm (t a : ℝ) (k : ℤ) : ℝ :=
  k * Real.exp (-π * k ^ 2 / t) * Real.sin (2 * π * k * a)

/-- Reciprocal-space force sum `∑ₖ k exp(-π k²/t) sin(2π k a)`. -/
def recipSpaceForce (t a : ℝ) : ℝ := ∑' k : ℤ, recipTerm t a k

/-- The theta-function expression `exp(-π t z²) θ(i z t, i t)` for a complex displacement `z`. -/
def thetaEnergy (t : ℝ) (z : ℂ) : ℂ :=
  Complex.exp (-(π : ℂ) * t * z ^ 2) * jacobiTheta₂ (I * z * t) (I * t)

/-- The theta-function expression `-i exp(-π t z²) (θ' + 2π i z θ)(i z t, i t)` for a complex
displacement `z`. -/
def thetaForce (t : ℝ) (z : ℂ) : ℂ :=
  -I * (Complex.exp (-(π : ℂ) * t * z ^ 2) *
    (jacobiTheta₂' (I * z * t) (I * t) + 2 * π * I * z * jacobiTheta₂ (I * z * t) (I * t)))

/-- Completing the square: `exp(-π t a²)` times the `n`-th theta term at `(i a t, i t)` is the
Gaussian potential at separation `n + a`. -/
theorem gauss_eq_theta_term (t a : ℝ) (n : ℤ) :
    Complex.exp (-(π : ℂ) * t * (a : ℂ) ^ 2) * jacobiTheta₂_term n (I * a * t) (I * t)
      = ((gauss t (n + a) : ℝ) : ℂ) := by
  unfold jacobiTheta₂_term gauss
  rw [← Complex.exp_add]
  push_cast
  congr 1
  linear_combination (2 * (π : ℂ) * n * a * t + π * n ^ 2 * t) * Complex.I_sq

/-- For `t > 0` the real-space series of the energy and of `2π` times the pair force converge
to the real parts of the two theta expressions. -/
theorem hasSum_realSpace {t : ℝ} (ht : 0 < t) (a : ℝ) :
    HasSum (fun n : ℤ => gauss t (n + a)) (thetaEnergy t a).re ∧
    HasSum (fun n : ℤ => 2 * π * pairForce t (n + a)) (thetaForce t a).re := by
  have hτ : 0 < (I * (t : ℂ)).im := by
    rw [Complex.I_mul_im, Complex.ofReal_re]; exact ht
  have h0 := hasSum_jacobiTheta₂_term (I * a * t) hτ
  have h1 := hasSum_jacobiTheta₂'_term (I * a * t) hτ
  constructor
  · have h := h0.mul_left (Complex.exp (-(π : ℂ) * t * (a : ℂ) ^ 2))
    simp only [gauss_eq_theta_term] at h
    simpa only [Complex.ofReal_re, thetaEnergy] using Complex.hasSum_re h
  · have h := ((h1.add (h0.mul_left (2 * (π : ℂ) * I * a))).mul_left
      (Complex.exp (-(π : ℂ) * t * (a : ℂ) ^ 2))).mul_left (-I)
    -- term by term, θ' supplies the factor n and the θ correction the factor a
    have key : ∀ n : ℤ, -I * (Complex.exp (-(π : ℂ) * t * (a : ℂ) ^ 2) *
        (jacobiTheta₂'_term n (I * a * t) (I * t) +
          2 * (π : ℂ) * I * a * jacobiTheta₂_term n (I * a * t) (I * t)))
        = ((2 * π * pairForce t (n + a) : ℝ) : ℂ) := by
      intro n
      have hg := gauss_eq_theta_term t a n
      unfold jacobiTheta₂'_term pairForce
      push_cast
      linear_combination (2 * (π : ℂ) * (n + a)) * hg - (2 * (π : ℂ) * (n + a) *
        Complex.exp (-(π : ℂ) * t * (a : ℂ) ^ 2) *
          jacobiTheta₂_term n (I * a * t) (I * t)) * Complex.I_sq
    simp only [key] at h
    simpa only [Complex.ofReal_re, thetaForce] using Complex.hasSum_re h

/-- For `t > 0` the series of `2π` times the reciprocal terms converges to the real part of
`θ'(-a, i/t)`. -/
theorem hasSum_recipSpace {t : ℝ} (ht : 0 < t) (a : ℝ) :
    HasSum (fun k : ℤ => 2 * π * recipTerm t a k)
      (jacobiTheta₂' (-(a : ℂ)) (I * ((t⁻¹ : ℝ) : ℂ))).re := by
  have hτ : 0 < (I * ((t⁻¹ : ℝ) : ℂ)).im := by
    rw [Complex.I_mul_im, Complex.ofReal_re]; exact inv_pos.2 ht
  have hre : ∀ c x y : ℝ, ((c : ℂ) * (I * Complex.exp (x + y * I))).re
      = c * -(Real.exp x * Real.sin y) := by
    intro c x y
    rw [Complex.re_ofReal_mul, Complex.I_mul_re, Complex.exp_im]
    simp
  have key : ∀ k : ℤ, (jacobiTheta₂'_term k (-(a : ℂ)) (I * ((t⁻¹ : ℝ) : ℂ))).re
      = 2 * π * recipTerm t a k := by
    intro k
    -- split the exponent into the Gaussian damping and the phase
    have he : 2 * (π : ℂ) * I * k * (-(a : ℂ)) + π * I * k ^ 2 * (I * ((t⁻¹ : ℝ) : ℂ))
        = ((-π * k ^ 2 / t : ℝ) : ℂ) + ((-(2 * π * k * a) : ℝ) : ℂ) * I := by
      push_cast
      linear_combination ((π : ℂ) * k ^ 2 * (t : ℂ)⁻¹) * Complex.I_sq
    have hc : ∀ w : ℂ, 2 * (π : ℂ) * I * k * w = ((2 * π * k : ℝ) : ℂ) * (I * w) := by
      intro w; push_cast; ring
    unfold jacobiTheta₂'_term jacobiTheta₂_term recipTerm
    rw [he, hc, hre, Real.sin_neg]
    ring
  have h := Complex.hasSum_re (hasSum_jacobiTheta₂'_term (-(a : ℂ)) hτ)
  simpa only [key] using h

/-- Modular transformation: for `t > 0` the theta expression of the force equals
`t^(-3/2) θ'(-a, i/t)`. -/
theorem thetaForce_modular {t : ℝ} (ht : 0 < t) (a : ℝ) :
    thetaForce t a = ((t ^ (-(3 / 2) : ℝ) : ℝ) : ℂ) *
      jacobiTheta₂' (-(a : ℂ)) (I * ((t⁻¹ : ℝ) : ℂ)) := by
  have hrs : t ^ (-(3 / 2) : ℝ) = (t⁻¹) ^ (1 / 2 : ℝ) * t⁻¹ := by
    rw [Real.inv_rpow ht.le, ← Real.rpow_neg ht.le, ← Real.rpow_neg_one, ← Real.rpow_add ht]
    congr 1
    norm_num
  obtain ⟨s, hs⟩ : ∃ s : ℝ, s = t⁻¹ := ⟨_, rfl⟩
  have hs0 : 0 < s := by rw [hs]; exact inv_pos.2 ht
  have hts : (t : ℂ) * s = 1 := by
    rw [hs, ← Complex.ofReal_mul, mul_inv_cancel₀ ht.ne', Complex.ofReal_one]
  rw [← hs] at hrs ⊢
  obtain ⟨r, hr⟩ : ∃ r : ℝ, r = s ^ (1 / 2 : ℝ) := ⟨_, rfl⟩
  have hr0 : (r : ℂ) ≠ 0 := by
    rw [hr]; exact Complex.ofReal_ne_zero.2 (Real.rpow_pos_of_pos hs0 _).ne'
  have e0 : (s : ℂ) ^ (1 / 2 : ℂ) = r := by
    rw [hr, Complex.ofReal_cpow hs0.le]; norm_num
  rw [← hr] at hrs
  have hτ : I * (s : ℂ) ≠ 0 := mul_ne_zero Complex.I_ne_zero (Complex.ofReal_ne_zero.2 hs0.ne')
  -- the transformed arguments: τ = i/t goes to i t, and z = -a goes to i a t
  have e1 : -I * (I * (s : ℂ)) = s := by linear_combination (-(s : ℂ)) * Complex.I_sq
  have e2 : -(a : ℂ) / (I * s) = I * a * t := by
    rw [div_eq_iff hτ]; linear_combination (-((a : ℂ) * t * s)) * Complex.I_sq + a * hts
  have e3 : -1 / (I * (s : ℂ)) = I * t := by
    rw [div_eq_iff hτ]; linear_combination (-((t : ℂ) * s)) * Complex.I_sq + hts
  have e4 : -(π : ℂ) * I * (-(a : ℂ)) ^ 2 / (I * s) = -(π : ℂ) * t * (a : ℂ) ^ 2 := by
    rw [div_eq_iff hτ]; linear_combination ((π : ℂ) * I * a ^ 2) * hts
  have e5 : ∀ E : ℂ, (r : ℂ) * s * (1 / r * E / (I * s)) = -I * E := by
    intro E
    rw [← mul_div_assoc, div_eq_iff hτ]
    linear_combination (s * E) * mul_one_div_cancel hr0 + (E * s) * Complex.I_sq
  have hF := jacobiTheta₂'_functional_equation (-(a : ℂ)) (I * s)
  rw [e1, e0, e2, e3, e4] at hF
  rw [hrs, hF, Complex.ofReal_mul, ← mul_assoc ((r : ℂ) * s), e5]
  simp only [thetaForce]
  ring

/-- For `t > 0` the real-space and reciprocal-space force series both converge, and
`∑ₙ (n+a) exp(-π t (n+a)²) = t^(-3/2) ∑ₖ k exp(-π k²/t) sin(2π k a)`. -/
theorem realSpaceForce_eq_recipSpaceForce {t : ℝ} (ht : 0 < t) (a : ℝ) :
    Summable (fun n : ℤ => pairForce t (n + a)) ∧ Summable (recipTerm t a) ∧
    realSpaceForce t a = t ^ (-(3 / 2) : ℝ) * recipSpaceForce t a := by
  have hπ : (2 * π : ℝ) ≠ 0 := by positivity
  have h1 := (hasSum_realSpace ht a).2
  have h2 := hasSum_recipSpace ht a
  refine ⟨(summable_mul_left_iff hπ).1 h1.summable,
    (summable_mul_left_iff hπ).1 h2.summable, mul_left_cancel₀ hπ ?_⟩
  have e1 := h1.tsum_eq
  have e2 := h2.tsum_eq
  rw [tsum_mul_left] at e1 e2
  rw [thetaForce_modular ht, Complex.re_ofReal_mul, ← e2] at e1
  unfold realSpaceForce recipSpaceForce
  rw [e1]
  ring

/-- For `t > 0` the lattice energy is differentiable in the displacement, with derivative
`-2π t` times the real-space force sum. -/
theorem hasDerivAt_latticeEnergy {t : ℝ} (ht : 0 < t) (a : ℝ) :
    HasDerivAt (latticeEnergy t) (-(2 * π * t * realSpaceForce t a)) a := by
  have hτ : 0 < (I * (t : ℂ)).im := by
    rw [Complex.I_mul_im, Complex.ofReal_re]; exact ht
  have h1 : HasDerivAt (fun z : ℂ => Complex.exp (-(π : ℂ) * t * z ^ 2))
      (Complex.exp (-(π : ℂ) * t * (a : ℂ) ^ 2) * (-(π : ℂ) * t * (2 * a))) a :=
    (((hasDerivAt_pow 2 (a : ℂ)).const_mul (-(π : ℂ) * t)).cexp).congr_deriv
      (by ring1)
  have hin : HasDerivAt (fun z : ℂ => I * z * t) (I * t) a :=
    (((hasDerivAt_id' (a : ℂ)).const_mul I).mul_const (t : ℂ)).congr_deriv (by ring)
  have hθ := hasDerivAt_jacobiTheta₂_fst (I * a * t) hτ
  have h2 : HasDerivAt (fun z : ℂ => jacobiTheta₂ (I * z * t) (I * t))
      (jacobiTheta₂' (I * a * t) (I * t) * (I * t)) a := by
    have h := HasDerivAt.comp (h := fun z : ℂ => I * z * t) (a : ℂ) hθ hin
    exact h
  -- product rule for the complex displacement, then restriction to the real axis
  have h3 : HasDerivAt (thetaEnergy t) (((-t : ℝ) : ℂ) * thetaForce t a) a := by
    refine (h1.fun_mul h2).congr_deriv ?_
    simp only [thetaForce, Complex.ofReal_neg]
    linear_combination (-2 * (π : ℂ) * t * a * Complex.exp (-(π : ℂ) * t * (a : ℂ) ^ 2) *
      jacobiTheta₂ (I * a * t) (I * t)) * Complex.I_sq
  have hE : latticeEnergy t = fun x : ℝ => (thetaEnergy t x).re :=
    funext fun x => (hasSum_realSpace ht x).1.tsum_eq
  have e1 := (hasSum_realSpace ht a).2.tsum_eq
  rw [tsum_mul_left] at e1
  rw [hE]
  refine h3.real_of_complex.congr_deriv ?_
  rw [Complex.re_ofReal_mul, ← e1]
  unfold realSpaceForce
  ring

/-- For `t > 0` the derivative of the lattice energy is also `-2π t^(-1/2)` times the
reciprocal-space force sum. -/
theorem hasDerivAt_latticeEnergy_recip {t : ℝ} (ht : 0 < t) (a : ℝ) :
    HasDerivAt (latticeEnergy t) (-(2 * π * t ^ (-(1 / 2) : ℝ) * recipSpaceForce t a)) a := by
  refine (hasDerivAt_latticeEnergy ht a).congr_deriv ?_
  have hp : t ^ (-(1 / 2) : ℝ) = t ^ (-(3 / 2) : ℝ) * t := by
    rw [← Real.rpow_add_one ht.ne']
    congr 1
    norm_num
  rw [(realSpaceForce_eq_recipSpaceForce ht a).2.2, hp]
  ring

/-- For `t > 0` the real-space force sum vanishes at every integer and half-integer
displacement `a = m/2`. -/
theorem realSpaceForce_half_int {t : ℝ} (ht : 0 < t) (m : ℤ) :
    realSpaceForce t (m / 2) = 0 := by
  -- every reciprocal term carries the factor sin(k m π) = 0
  have h : ∀ k : ℤ, recipTerm t (m / 2) k = 0 := by
    intro k
    have e : 2 * π * (k : ℝ) * ((m : ℝ) / 2) = ((k * m : ℤ) : ℝ) * π := by
      push_cast; ring
    unfold recipTerm
    rw [e, Real.sin_int_mul_pi, mul_zero]
  rw [(realSpaceForce_eq_recipSpaceForce ht _).2.2]
  simp [recipSpaceForce, h]

end

end GaussianLatticeForce
```

```lean
#print axioms GaussianLatticeForce.realSpaceForce_eq_recipSpaceForce
#print axioms GaussianLatticeForce.hasDerivAt_latticeEnergy_recip
#print axioms GaussianLatticeForce.realSpaceForce_half_int
```

```
'GaussianLatticeForce.realSpaceForce_eq_recipSpaceForce' depends on axioms: [propext, Classical.choice, Quot.sound]
'GaussianLatticeForce.hasDerivAt_latticeEnergy_recip' depends on axioms: [propext, Classical.choice, Quot.sound]
'GaussianLatticeForce.realSpaceForce_half_int' depends on axioms: [propext, Classical.choice, Quot.sound]
```

### From theta terms to the force identity

`thetaEnergy` and `thetaForce` are the two theta expressions with a complex displacement \(z\) in place of \(a\). `gauss_eq_theta_term` completes the square: `Complex.exp_add` merges the exponentials and `linear_combination` with `Complex.I_sq` equates the exponents. `hasSum_realSpace` takes Mathlib's convergence of the \(\theta\) and \(\theta'\) series for \(\operatorname{Im}(it)>0\), shows in `key` that \(\theta'\) supplies the factor \(n\) and the \(\theta\) term the factor \(a\), and passes to real parts. `hasSum_recipSpace` splits each exponent into damping and phase (`he`) and reads off the sine (`hre`).

`thetaForce_modular` applies `jacobiTheta₂'_functional_equation` with \(s=1/t\) and \(r=s^{1/2}\). Here `e2`, `e3` and `e4` are the transformed arguments and exponent, `hrs` writes \(t^{-3/2}=rs\), and `e5` reduces the prefactor to \(-i\). Poisson summation therefore enters as a proved Mathlib theorem. The main theorem chains these three results and cancels \(2\pi\).

For the derivative, `hasDerivAt_jacobiTheta₂_fst` takes the place of term-by-term differentiation. The chain rule (`h2`) and product rule (`h3`) give \(-t\) times `thetaForce` as the complex derivative of `thetaEnergy`, and `real_of_complex` restricts it to real \(a\). The reciprocal form uses \(t^{-1/2}=t^{-3/2}t\), and the zeros follow from \(\sin(km\pi)=0\) in every term of \(R(m/2)\).
